# A continuous potential on a ring is zero if all its matrix elements between the zero-angular-momentum state and the angular-momentum states vanish

A continuous, complex-valued potential W(t) of period 2π acts by multiplication on the states exp(imt) of a single particle on a ring, where m is any integer. The theorem says that if the matrix element of W between exp(imt) and the constant state, ∫₀^{2π} exp(−imt) W(t) dt, is zero for every m, then W(t) = 0 for every real t. The states are unnormalised; normalising them would divide each matrix element by 2π. The attempt regards W as a continuous function on the circle and shows that its Fourier coefficients are all zero. Its Fourier series then converges at each point both to W and to zero, so W is zero.

Lean 4 with Mathlib refuses this proof:

```lean
import Mathlib

open Complex (I exp)
open scoped Real

namespace RotationalSelectionRule

noncomputable section

/-- The integrand `exp (-i m t) V(t) exp (i k t)`. -/
def integrand (V : C(ℝ, ℂ)) (m k : ℤ) (t : ℝ) : ℂ :=
  exp (-(I * m * t)) * V t * exp (I * k * t)

/-- The matrix element of `V` between the unnormalised ring states of angular momenta
`m` and `k`. -/
def matrixElement (V : C(ℝ, ℂ)) (m k : ℤ) : ℂ :=
  ∫ t in (0 : ℝ)..(2 * π), integrand V m k t

/-- A continuous `2 π`-periodic function whose Fourier integrals all vanish is zero. -/
theorem eq_zero_of_matrixElement {W : C(ℝ, ℂ)} (hW : Function.Periodic W (2 * π))
    (h : ∀ m : ℤ, matrixElement W m 0 = 0) (t : ℝ) : W t = 0 := by
  haveI : Fact (0 < 2 * π) := ⟨Real.two_pi_pos⟩
  -- regard W as a function on the circle
  let F : C(AddCircle (2 * π), ℂ) :=
    ⟨hW.lift, QuotientAddGroup.isQuotientMap_mk.continuous_iff.2 W.continuous⟩
  have hc : ∀ n : ℤ, fourierCoeff F n = 0 := by
    intro n
    have e : ∫ x in (0 : ℝ)..(2 * π), fourier (-n) (x : AddCircle (2 * π)) • F x =
        matrixElement W n 0 := by
      unfold matrixElement
      congr 1
      funext x
      have hF : F (x : AddCircle (2 * π)) = W x := rfl
      have hp : (π : ℂ) ≠ 0 := Complex.ofReal_ne_zero.mpr Real.pi_ne_zero
      have he : 2 * π * I * ((-n : ℤ) : ℂ) * x / ((2 * π : ℝ) : ℂ) = -(I * n * x) := by
        push_cast
        rw [div_eq_iff (mul_ne_zero two_ne_zero hp)]
        ring
      rw [hF, fourier_coe_apply, he]
      simp [integrand]
    rw [fourierCoeff_eq_intervalIntegral _ n 0, zero_add, e, h n, smul_zero]
  have hsum : Summable (fourierCoeff F) := by
    rw [show fourierCoeff F = fun _ => 0 from funext hc]
    exact summable_zero
  have hs := has_pointwise_sum_fourier_series_of_summable hsum (t : AddCircle (2 * π))
  simp only [hc, zero_smul] at hs
  exact hs.unique hasSum_zero

end

end RotationalSelectionRule
```

The compiler's answer:

```
Main.lean:22:2: warning: Try this: 
  haveI̵

The goal is a proposition, so `have` is preferred over `haveI`.
The difference between `have` and `haveI` is that `haveI` inlines the value.
But this is not relevant for proofs because of proof irrelevance.

Note: This linter can be disabled with `set_option linter.style.haveILetI false`
Main.lean:25:14: error(lean.unknownIdentifier): Unknown constant `QuotientAddGroup.isQuotientMap_mk.continuous_iff`
```

Diagnosis. The error is in the proof that `hW.lift`, the function W induces on the circle, is continuous. The lemma `QuotientAddGroup.isQuotientMap_mk` exists, but it takes the subgroup as an explicit argument. Without that argument it is a function, not yet a proof that the projection is a quotient map, so `.continuous_iff` has nothing to act on. Lean then looks for a constant with the whole dotted name and reports that there is none.

The repair supplies `AddSubgroup.zmultiples (2 * π)`, the integer multiples of 2π, by which the real line is divided to give `AddCircle (2 * π)`. The parenthesised term is now a proof about the projection, and `.continuous_iff.2` derives the continuity of `hW.lift` from that of `W`.

The change from `haveI` to `have` is mere tidying: it answers a style warning, which did not stop the file from compiling.

The mended proof, as a diff:

```diff
@@ -20,8 +20,9 @@
 theorem eq_zero_of_matrixElement {W : C(ℝ, ℂ)} (hW : Function.Periodic W (2 * π))
     (h : ∀ m : ℤ, matrixElement W m 0 = 0) (t : ℝ) : W t = 0 := by
-  haveI : Fact (0 < 2 * π) := ⟨Real.two_pi_pos⟩
+  have : Fact (0 < 2 * π) := ⟨Real.two_pi_pos⟩
   -- regard W as a function on the circle
   let F : C(AddCircle (2 * π), ℂ) :=
-    ⟨hW.lift, QuotientAddGroup.isQuotientMap_mk.continuous_iff.2 W.continuous⟩
+    ⟨hW.lift, (QuotientAddGroup.isQuotientMap_mk
+      (AddSubgroup.zmultiples (2 * π))).continuous_iff.2 W.continuous⟩
   have hc : ∀ n : ℤ, fourierCoeff F n = 0 := by
     intro n
```
